# Affine independence of the corner compositions (0,0), (1,0) and (0,1)

The declaration `corners_affineIndependent` states that the three compositions (0,0), (1,0) and (0,1), taken as points of the real plane, are affinely independent: they do not lie on one line. Equivalently, if three real weights sum to zero and the corresponding weighted combination of the points vanishes, then every weight is zero. The statement concerns these fixed points only and assumes no energy function or equilibrium condition. The attempt uses this criterion, aiming to turn the vanishing combination into coordinate equations that give the second and third weights, and then to get the first from the zero sum.

This version doesn't compile in Lean 4 with Mathlib:

```lean
import Mathlib

open Finset

namespace PairwiseCoexistence

noncomputable section

/-- The three corner compositions `(0,0)`, `(1,0)` and `(0,1)`. -/
def corners : Fin 3 → ℝ × ℝ := ![(0, 0), (1, 0), (0, 1)]

/-- The three corner compositions are affinely independent. -/
theorem corners_affineIndependent : AffineIndependent ℝ corners := by
  rw [affineIndependent_iff_of_fintype]
  intro w h0 h1
  rw [Finset.weightedVSub_eq_linear_combination h0] at h1
  simp only [Fin.sum_univ_three] at h0
  simp [Fin.sum_univ_three, corners] at h1
  obtain ⟨h1, h2⟩ := h1
  intro i
  fin_cases i
  · show w 0 = 0
    linarith
  · exact h1
  · exact h2

end

end PairwiseCoexistence
```

Lean reports:

```
Main.lean:16:48: error: Application type mismatch: The argument
  h0
has type
  ∑ i, w i = 0
of sort `Prop` but is expected to have type
  Finset ?m.31
of sort `Type ?u.10` in the application
  @weightedVSub_eq_linear_combination ?m.26 ?m.27 ?m.28 ?m.29 ?m.30 ?m.31 h0
Main.lean:13:67: error: unsolved goals
w : Fin 3 → ℝ
h0 : ∑ i, w i = 0
h1 : (univ.weightedVSub corners) w = 0
⊢ ∀ (i : Fin 3), w i = 0
```

What went wrong. The first message says that `weightedVSub_eq_linear_combination` expects a `Finset` as its first explicit argument, but receives `h0`, the proof that the weights sum to zero. The rewrite therefore fails. The second message shows the goal left open, with `h1` still in its `weightedVSub` form; it is no separate mathematical obstacle.

The repair uses another lemma, `weightedVSub_eq_weightedVSubOfPoint_of_sum_eq_zero`, giving `univ`, the weights, the points, `h0` and the base point `0` in the order it requires. `weightedVSubOfPoint_apply` then exposes the sum.

The new `simp only` removes the subtraction of `0`, evaluates the three corners and splits the pair equation into coordinates. It leaves products with 0 and 1 unsimplified, so `linarith` replaces `exact h1` and `exact h2`, while the added `show` lines state the goals plainly. These later changes fit the new route; the messages do not show that the original later steps were faulty.

Fix (accepted with no message):

```diff
@@ -14,7 +14,11 @@
   rw [affineIndependent_iff_of_fintype]
   intro w h0 h1
-  rw [Finset.weightedVSub_eq_linear_combination h0] at h1
+  rw [Finset.weightedVSub_eq_weightedVSubOfPoint_of_sum_eq_zero univ w corners h0 0,
+    Finset.weightedVSubOfPoint_apply] at h1
   simp only [Fin.sum_univ_three] at h0
-  simp [Fin.sum_univ_three, corners] at h1
+  simp only [vsub_eq_sub, sub_zero, Fin.sum_univ_three,
+    show corners 0 = (0, 0) from rfl, show corners 1 = (1, 0) from rfl,
+    show corners 2 = (0, 1) from rfl, Prod.smul_mk, Prod.mk_add_mk, smul_eq_mul,
+    Prod.mk_eq_zero] at h1
   obtain ⟨h1, h2⟩ := h1
   intro i
@@ -22,6 +26,8 @@
   · show w 0 = 0
     linarith
-  · exact h1
-  · exact h2
+  · show w 1 = 0
+    linarith
+  · show w 2 = 0
+    linarith
 
 end
```
